# In a single determinant, a fragment that shares no electrons has an integer population

## Can a fragment keep 1.5 electrons to itself?

I want to know how many electrons of a single Slater determinant stay within a fragment, so I take the fragment to be a set $A$ of orthonormal spin-orbitals ("sites") and work with the one-particle density matrix $g$. Its population is $N_A=\sum_{i\in A}g_{ii}$, and its localisation index is $\lambda_A=\sum_{i,j\in A}|g_{ij}|^2$. I read $N_A-\lambda_A$ as the part shared with the rest of the molecule. Suppose I find $N_A=1.5$. Could the sharing still be zero, or arbitrarily small? And if I find $N_A=1$, may I conclude that the fragment is isolated?

## A fractional population forces sharing, but an integer one does not exclude it

The determinant enters here only through two properties of $g$: it is Hermitian, and $g^2=g$. With these, $N_A=1.5$ requires $N_A-\lambda_A\ge 1/4$, so the sharing can be neither zero nor arbitrarily small. The converse fails: a fragment with $N_A=1$ can still share electrons.

**Rows of the projector.** Since $g=g^\dagger g$, each diagonal element is the squared norm of a row, $g_{ii}=\sum_j|g_{ij}|^2$. Summing over $i\in A$ and subtracting $\lambda_A$ gives

$$N_A-\lambda_A=\sum_{i\in A}\sum_{j\notin A}|g_{ij}|^2\ge 0 .$$

Equality holds exactly when every $g_{ij}$ with $i\in A$, $j\notin A$ vanishes.

**Occupations inside the fragment.** Let $G$ be the block of $g$ on $A$, and write $G=U\,\mathrm{diag}(p_k)\,U^\dagger$ with $U$ unitary. If $C$ consists of the columns of $g$ that belong to $A$, then $C^\dagger C=G$, so $p_k=\|Cu_k\|^2\ge0$, where $u_k$ is the $k$-th column of $U$. The matrix $1-g$ is also a Hermitian projector, and the same argument gives $1-p_k\ge0$. The traces of $G$ and $G^2$ yield

$$\sum_k p_k=N_A,\qquad \sum_k p_k^2=\lambda_A,\qquad N_A-\lambda_A=\sum_k p_k(1-p_k).$$

**A bound for every integer.** Let $S=\sum_k p_k$. For every integer $m$,

$$(S-m)(m+1-S)\le\sum_k p_k(1-p_k).$$

Add the occupations one at a time. With none, the left side is $-m(m+1)\le0$, because $m$ and $m+1$ are consecutive integers. Now suppose that the bound holds for a partial sum $S$ and every integer, and add an occupation $q$. Put $x=S-m$. The bounds for $m$ and $m-1$, weighted by $1-q$ and $q$, have the combined left side

$$(1-q)\,x(1-x)-q\,x(1+x)=x(1-x)-2qx .$$

Adding $q(1-q)$ to both sides turns the left into $(x+q)(1-x-q)$, which is the required expression for the sum $S+q$.

Let $f$ be the fractional part of $N_A$. Taking $m=\lfloor N_A\rfloor$ gives

$$f(1-f)\le N_A-\lambda_A .$$

If $N_A=\lambda_A$, then $f(1-f)\le0$ with $0\le f<1$, so $f=0$. Since $N_A=\lambda_A\ge0$, the population is a natural number.

**Two small cases.** One electron in a bond orbital with real amplitudes $a,b$ and $a^2+b^2=1$ has $N_A=a^2$ and $\lambda_A=a^4$ on its first site. The bound is then an equality, so it cannot be improved for any value of $f$. For the second question, take two equal-amplitude bonds on four different sites, each holding one electron and with one end in $A$. The two ends give $N_A=\tfrac12+\tfrac12=1$, but $\lambda_A=\tfrac14+\tfrac14=\tfrac12$: half an electron is shared despite the integer population.

**What the Lean statements say.** The sites form a finite type `n`, the fragment is a `Finset n`, and `IsProjector g` holds the two assumptions on the complex matrix `g`. `population` sums the real parts of the diagonal elements, which loses nothing because they are real for a Hermitian matrix. `localisation` is $\lambda_A$, which is an index and not an eigenvalue.

`localisation_le_population` states three things for every such `g` and `A`: the inequality, the equivalence between equality and the absence of elements from `A` to its complement, and the existence of a natural number equal to $N_A$ when equality holds. `fractional_population_bound` is the quantitative version, with `Int.fract` for $f$. The last two theorems concern the small cases above.

The step left to physics is the identification of `g` with the density matrix of a determinant in orthonormal spin-orbitals. For a closed shell, apply the result to one spin at a time, since the spin-summed matrix is not idempotent. Atoms defined as regions of space need overlap integrals over those regions and are not sets of sites in this sense. For a correlated state idempotency fails, and the equality criterion can fail with it: two electrons coupled to a singlet, one in each of two orthonormal spatial orbitals, have $g=\mathrm{diag}(\tfrac12,\tfrac12,\tfrac12,\tfrac12)$ on the four spin-orbitals. No element couples different sites, yet the formulas above give the first site $N_A=\tfrac12$ and $\lambda_A=\tfrac14$.

In electronic structure, the bound applies to the population analysis of a Hartree–Fock determinant in an orthonormal basis, where a fractional fragment population sets a minimum for the electrons shared with the surroundings.

```lean
import Mathlib

open Matrix

namespace LocalisationIndex

noncomputable section

variable {n : Type*} [Fintype n]

/-- A Hermitian projector on the sites: a Hermitian, idempotent matrix. -/
structure IsProjector (g : Matrix n n ℂ) : Prop where
  herm : g.IsHermitian
  idem : g * g = g

/-- The population `N_A`: the sum over `A` of the real parts of the diagonal elements. -/
def population (g : Matrix n n ℂ) (A : Finset n) : ℝ := ∑ i ∈ A, (g i i).re

/-- The localisation index `λ_A`: the sum of `|g i j|²` over all `i` and `j` in `A`. -/
def localisation (g : Matrix n n ℂ) (A : Finset n) : ℝ := ∑ i ∈ A, ∑ j ∈ A, ‖g i j‖ ^ 2

/-- A diagonal element of `Mᴴ M` is the squared norm of the corresponding column of `M`. -/
theorem gram_diag {m k : Type*} [Fintype m] (M : Matrix m k ℂ) (j : k) :
    (Mᴴ * M) j j = ((∑ i, ‖M i j‖ ^ 2 : ℝ) : ℂ) := by
  rw [Matrix.mul_apply]
  push_cast
  exact Finset.sum_congr rfl fun i _ => Complex.conj_mul' (M i j)

/-- For a Hermitian projector, the population of a site is the squared norm of its row. -/
theorem site_population {g : Matrix n n ℂ} (hg : IsProjector g) (i : n) :
    (g i i).re = ∑ j, ‖g i j‖ ^ 2 := by
  have h := gram_diag g i
  rw [hg.herm.eq, hg.idem] at h
  rw [h, Complex.ofReal_re]
  refine Finset.sum_congr rfl fun j _ => ?_
  rw [← hg.herm.apply i j, norm_star]

/-- In any orbitals `U` on `A`, the block of a Hermitian projector has real, nonnegative
diagonal elements. -/
theorem block_diag_nonneg {q : Matrix n n ℂ} (hq : IsProjector q) (A : Finset n)
    (U : Matrix A A ℂ) (k : A) :
    ∃ r : ℝ, 0 ≤ r ∧ (Uᴴ * q.submatrix (fun i : A => (i : n)) (fun i : A => (i : n)) * U) k k
      = (r : ℂ) := by
  let C : Matrix n A ℂ := q.submatrix id (fun i : A => (i : n))
  have hq' : qᴴ * q = q := by rw [hq.herm.eq, hq.idem]
  -- the block is the Gram matrix of the columns of `q` that belong to `A`
  have hC : Cᴴ * C = q.submatrix (fun i : A => (i : n)) (fun i : A => (i : n)) := by
    ext i j
    exact congrFun (congrFun hq' i) j
  refine ⟨∑ i, ‖(C * U) i k‖ ^ 2, by positivity, ?_⟩
  rw [← gram_diag, ← hC, Matrix.conjTranspose_mul]
  simp only [Matrix.mul_assoc]

/-- For a Hermitian projector there are occupation numbers between 0 and 1, one for each site
of `A`, whose sum is `N_A` and whose squares sum to `λ_A`. -/
theorem exists_occupations {g : Matrix n n ℂ} (hg : IsProjector g) (A : Finset n) :
    ∃ p : A → ℝ, (∀ k, 0 ≤ p k ∧ p k ≤ 1) ∧ ∑ k, p k = population g A ∧
      ∑ k, p k ^ 2 = localisation g A := by
  classical
  obtain ⟨G, hGdef⟩ : ∃ G : Matrix A A ℂ,
    G = g.submatrix (fun i : A => (i : n)) (fun i : A => (i : n)) := ⟨_, rfl⟩
  have hG : G.IsHermitian := by rw [hGdef]; exact hg.herm.submatrix _
  -- diagonalise the block of `g` on `A`
  obtain ⟨U, p, hU, hGD⟩ : ∃ (U : Matrix A A ℂ) (p : A → ℝ), Uᴴ * U = 1 ∧
      G = U * diagonal (fun k => (p k : ℂ)) * Uᴴ := by
    refine ⟨hG.eigenvectorUnitary, hG.eigenvalues,
      Matrix.mem_unitaryGroup_iff'.mp hG.eigenvectorUnitary.2, ?_⟩
    have h := hG.spectral_theorem
    rw [Unitary.conjStarAlgAut_apply] at h
    exact h
  have hD : Uᴴ * G * U = diagonal (fun k => (p k : ℂ)) := by
    calc Uᴴ * G * U = (Uᴴ * U) * diagonal (fun k => (p k : ℂ)) * (Uᴴ * U) := by
          rw [hGD]; simp only [Matrix.mul_assoc]
      _ = _ := by rw [hU, Matrix.one_mul, Matrix.mul_one]
  refine ⟨p, fun k => ⟨?_, ?_⟩, ?_, ?_⟩
  · obtain ⟨r, hr, h⟩ := block_diag_nonneg hg A U k
    rw [← hGdef, hD, Matrix.diagonal_apply_eq] at h
    rwa [Complex.ofReal_injective h]
  · -- the complementary projector `1 - g` bounds the occupations from above
    have hq : IsProjector (1 - g) :=
      ⟨Matrix.isHermitian_one.sub hg.herm, by
        rw [Matrix.sub_mul, Matrix.one_mul, Matrix.mul_sub, Matrix.mul_one, hg.idem,
          sub_self, sub_zero]⟩
    obtain ⟨r, hr, h⟩ := block_diag_nonneg hq A U k
    have hs : (1 - g).submatrix (fun i : A => (i : n)) (fun i : A => (i : n)) = 1 - G := by
      have h1 : (1 : Matrix n n ℂ).submatrix (fun i : A => (i : n)) (fun i : A => (i : n)) = 1 :=
        Matrix.submatrix_one _ Subtype.val_injective
      rw [hGdef, ← h1]
      ext i j
      rfl
    rw [hs, Matrix.mul_sub, Matrix.sub_mul, Matrix.mul_one, hU, hD, Matrix.sub_apply,
      Matrix.one_apply_eq, Matrix.diagonal_apply_eq] at h
    have h' : 1 - p k = r := by exact_mod_cast h
    linarith
  · have ht : G.trace = ∑ k, (p k : ℂ) := by
      rw [hGD, Matrix.trace_mul_comm, ← Matrix.mul_assoc, hU, Matrix.one_mul,
        Matrix.trace_diagonal]
    calc ∑ k, p k = (∑ k, (p k : ℂ)).re := by simp only [Complex.re_sum, Complex.ofReal_re]
      _ = G.trace.re := by rw [ht]
      _ = ∑ i : A, (g i i).re := by
          rw [hGdef]
          simp only [Matrix.trace, Matrix.diag_apply, Matrix.submatrix_apply, Complex.re_sum]
      _ = population g A := Finset.sum_coe_sort A (fun i => (g i i).re)
  · -- evaluate the trace of the squared block in both bases
    have h1 : (Gᴴ * G).trace = ∑ k, ((∑ i, ‖G i k‖ ^ 2 : ℝ) : ℂ) :=
      Finset.sum_congr rfl fun k _ => gram_diag G k
    have h2 : (Gᴴ * G).trace = ∑ k, (p k : ℂ) ^ 2 := by
      have hGG : G * G = U * (diagonal (fun k => (p k : ℂ)) * (Uᴴ * G)) := by
        nth_rewrite 1 [hGD]
        simp only [Matrix.mul_assoc]
      rw [hG.eq, hGG, Matrix.trace_mul_comm, Matrix.mul_assoc, hD,
        Matrix.diagonal_mul_diagonal, Matrix.trace_diagonal]
      exact Finset.sum_congr rfl fun k _ => (sq _).symm
    have h3 : ∑ k, p k ^ 2 = ∑ k, ∑ i, ‖G i k‖ ^ 2 := by exact_mod_cast h2.symm.trans h1
    rw [h3, hGdef]
    refine Finset.sum_comm.trans ?_
    refine (Finset.sum_coe_sort A (fun i => ∑ k : A, ‖g i k‖ ^ 2)).trans ?_
    exact Finset.sum_congr rfl fun i _ => Finset.sum_coe_sort A (fun k => ‖g i k‖ ^ 2)

/-- For occupations between 0 and 1 with sum `S`, and any integer `m`, the sum of `p (1 - p)`
is at least `(S - m) (m + 1 - S)`. -/
theorem occupation_bound {ι : Type*} (s : Finset ι) (p : ι → ℝ)
    (hp : ∀ k, 0 ≤ p k ∧ p k ≤ 1) (m : ℤ) :
    (∑ k ∈ s, p k - m) * (m + 1 - ∑ k ∈ s, p k) ≤ ∑ k ∈ s, p k * (1 - p k) := by
  classical
  induction s using Finset.induction_on generalizing m with
  | empty =>
    have h : (0 : ℤ) ≤ m * (m + 1) := by
      rcases le_or_gt 0 m with h | h
      · positivity
      · exact mul_nonneg_of_nonpos_of_nonpos (by omega) (by omega)
    have h' : (0 : ℝ) ≤ m * (m + 1) := by exact_mod_cast h
    simp only [Finset.sum_empty]
    linarith
  | insert a s ha ih =>
    rw [Finset.sum_insert ha, Finset.sum_insert ha]
    -- average the bounds for `m` and `m - 1` with weights `1 - p a` and `p a`
    have h1 := mul_le_mul_of_nonneg_left (ih m) (sub_nonneg.mpr (hp a).2)
    have h2 := mul_le_mul_of_nonneg_left (ih (m - 1)) (hp a).1
    push_cast at h2
    linarith

/-- For a Hermitian projector, a population `N_A` with fractional part `f` obeys
`f (1 - f) ≤ N_A - λ_A`. -/
theorem fractional_population_bound {g : Matrix n n ℂ} (hg : IsProjector g) (A : Finset n) :
    Int.fract (population g A) * (1 - Int.fract (population g A))
      ≤ population g A - localisation g A := by
  obtain ⟨p, hp, hN, hL⟩ := exists_occupations hg A
  have h := occupation_bound Finset.univ p hp ⌊population g A⌋
  have hs : ∑ k, p k * (1 - p k) = population g A - localisation g A := by
    rw [← hN, ← hL, ← Finset.sum_sub_distrib]
    exact Finset.sum_congr rfl fun k _ => by ring
  rw [hs, hN] at h
  have hf := Int.floor_add_fract (population g A)
  have e : Int.fract (population g A) = population g A - ⌊population g A⌋ := by linarith
  rw [e]
  linarith

/-- For a Hermitian projector, `λ_A ≤ N_A`; equality holds exactly when no element of `g`
connects `A` with its complement, and then `N_A` is a natural number. -/
theorem localisation_le_population {g : Matrix n n ℂ} (hg : IsProjector g) (A : Finset n) :
    localisation g A ≤ population g A ∧
    (localisation g A = population g A ↔ ∀ i ∈ A, ∀ j ∉ A, g i j = 0) ∧
    (localisation g A = population g A → ∃ m : ℕ, population g A = m) := by
  classical
  have row : ∀ i ∈ A, ∑ j ∈ A, ‖g i j‖ ^ 2 ≤ (g i i).re := fun i _ => by
    rw [site_population hg i]
    exact Finset.sum_le_sum_of_subset_of_nonneg (Finset.subset_univ A)
      fun j _ _ => sq_nonneg _
  have hle : localisation g A ≤ population g A := Finset.sum_le_sum row
  refine ⟨hle, ?_, fun h => ?_⟩
  · unfold localisation population
    rw [Finset.sum_eq_sum_iff_of_le row]
    refine forall₂_congr fun i _ => ?_
    -- a row is saturated exactly when its part outside `A` vanishes
    have hsplit := Finset.sum_add_sum_compl A (fun j => ‖g i j‖ ^ 2)
    rw [site_population hg i]
    constructor
    · intro h j hj
      have h0 : ∑ j ∈ Aᶜ, ‖g i j‖ ^ 2 = 0 := by linarith
      have hz := (Finset.sum_eq_zero_iff_of_nonneg fun j _ => sq_nonneg ‖g i j‖).mp h0 j
        (Finset.mem_compl.mpr hj)
      exact norm_eq_zero.mp (pow_eq_zero_iff two_ne_zero |>.mp hz)
    · intro h
      have h0 : ∑ j ∈ Aᶜ, ‖g i j‖ ^ 2 = 0 := Finset.sum_eq_zero fun j hj => by
        rw [h j (Finset.mem_compl.mp hj), norm_zero, zero_pow two_ne_zero]
      linarith
  · -- without delocalisation the fractional part must vanish
    have hb := fractional_population_bound hg A
    have h0 := Int.fract_nonneg (population g A)
    have h1 := Int.fract_lt_one (population g A)
    have hf : Int.fract (population g A) = 0 := by nlinarith
    have hpos : 0 ≤ population g A := by
      rw [← h]; unfold localisation; positivity
    obtain ⟨m, hm⟩ := Int.eq_ofNat_of_zero_le (Int.floor_nonneg.mpr hpos)
    have hs := Int.floor_add_fract (population g A)
    rw [hf, hm, add_zero] at hs
    exact ⟨m, by rw [← hs]; simp⟩

/-- The matrix of a two-site bond orbital with real amplitudes `a` and `b`. -/
def bond (a b : ℝ) : Matrix (Fin 2) (Fin 2) ℂ :=
  !![(a : ℂ) ^ 2, (a : ℂ) * b; (a : ℂ) * b, (b : ℂ) ^ 2]

/-- A normalised two-site bond orbital gives a Hermitian projector, and its first site attains
equality in the fractional population bound. -/
theorem bond_witness (a b : ℝ) (h : a ^ 2 + b ^ 2 = 1) :
    IsProjector (bond a b) ∧
    Int.fract (population (bond a b) {0}) * (1 - Int.fract (population (bond a b) {0}))
      = population (bond a b) {0} - localisation (bond a b) {0} := by
  have hc : (a : ℂ) ^ 2 + (b : ℂ) ^ 2 = 1 := by exact_mod_cast h
  refine ⟨⟨?_, ?_⟩, ?_⟩
  · ext i j
    fin_cases i <;> fin_cases j <;> simp [bond]
  · have e1 : (a : ℂ) ^ 2 * (a : ℂ) ^ 2 + a * b * (a * b) = (a : ℂ) ^ 2 := by
      linear_combination (a : ℂ) ^ 2 * hc
    have e2 : (a : ℂ) ^ 2 * (a * b) + a * b * (b : ℂ) ^ 2 = a * b := by
      linear_combination (a : ℂ) * b * hc
    have e3 : (a : ℂ) * b * (a : ℂ) ^ 2 + (b : ℂ) ^ 2 * (a * b) = a * b := by
      linear_combination (a : ℂ) * b * hc
    have e4 : (a : ℂ) * b * (a * b) + (b : ℂ) ^ 2 * (b : ℂ) ^ 2 = (b : ℂ) ^ 2 := by
      linear_combination (b : ℂ) ^ 2 * hc
    rw [bond, Matrix.mul_fin_two, e1, e2, e3, e4]
  · have hN : population (bond a b) {0} = a ^ 2 := by
      rw [population, Finset.sum_singleton]
      change ((a : ℂ) ^ 2).re = a ^ 2
      rw [← Complex.ofReal_pow, Complex.ofReal_re]
    have hL : localisation (bond a b) {0} = (a ^ 2) ^ 2 := by
      rw [localisation, Finset.sum_singleton, Finset.sum_singleton]
      change ‖(a : ℂ) ^ 2‖ ^ 2 = (a ^ 2) ^ 2
      rw [norm_pow, Complex.norm_real, Real.norm_eq_abs, sq_abs]
    rw [hN, hL]
    rcases lt_or_ge (a ^ 2) 1 with h1 | h1
    · rw [Int.fract_eq_self.mpr ⟨sq_nonneg a, h1⟩]
      ring
    · have h2 : a ^ 2 = 1 := by nlinarith [sq_nonneg b]
      rw [h2]
      simp

/-- Two equal-amplitude bonds on four sites, joining site 0 to 2 and site 1 to 3. -/
def twoBonds : Matrix (Fin 4) (Fin 4) ℂ :=
  !![1/2, 0, 1/2, 0; 0, 1/2, 0, 1/2; 1/2, 0, 1/2, 0; 0, 1/2, 0, 1/2]

/-- An integer population does not imply equality: for the Hermitian projector `twoBonds`,
the sites 0 and 1 together have population 1 but localisation index 1/2. -/
theorem integer_population_not_sufficient :
    IsProjector twoBonds ∧ population twoBonds {0, 1} = 1 ∧
      localisation twoBonds {0, 1} = 1 / 2 := by
  refine ⟨⟨?_, ?_⟩, ?_, ?_⟩
  · ext i j
    fin_cases i <;> fin_cases j <;> simp [twoBonds]
  · ext i j
    fin_cases i <;> fin_cases j <;>
      simp [twoBonds, Matrix.mul_apply, Fin.sum_univ_succ] <;> norm_num
  · rw [population, Finset.sum_pair (by decide)]
    change (1 / 2 : ℂ).re + (1 / 2 : ℂ).re = 1
    norm_num
  · rw [localisation, Finset.sum_pair (by decide), Finset.sum_pair (by decide),
      Finset.sum_pair (by decide)]
    change ‖(1 / 2 : ℂ)‖ ^ 2 + ‖(0 : ℂ)‖ ^ 2 + (‖(0 : ℂ)‖ ^ 2 + ‖(1 / 2 : ℂ)‖ ^ 2) = 1 / 2
    norm_num

end

end LocalisationIndex
```

```lean
#print axioms LocalisationIndex.localisation_le_population
#print axioms LocalisationIndex.integer_population_not_sufficient
```

```
'LocalisationIndex.localisation_le_population' depends on axioms: [propext, Classical.choice, Quot.sound]
'LocalisationIndex.integer_population_not_sufficient' depends on axioms: [propext, Classical.choice, Quot.sound]
```

**From the matrix algebra to the proof.** `gram_diag` computes a diagonal element of $M^\dagger M$, and `site_population` applies it to $g$ to obtain the row formula. `block_diag_nonneg` is the argument with $C$, stated for any matrix `U` on the fragment. `exists_occupations` takes `U` and `p` from the spectral theorem, uses that lemma for both `g` and `1 - g` to place each occupation between 0 and 1, and evaluates the two traces.

`occupation_bound` is the induction. The integer `m` is generalised because the step needs the hypothesis at both `m` and `m - 1`; `h1` and `h2` are the two weighted bounds, and `linarith` combines them. `fractional_population_bound` then inserts the floor of $N_A$.

In `localisation_le_population`, `row` drops the part of each row outside `A`. Equality of the sums forces equality in every row, and `hsplit` separates the inside from the outside, so the outside part must vanish. For integrality, `nlinarith` derives $f=0$ from the fractional bound, and nonnegativity turns the integer floor into a natural number.

For the single bond, `bond_witness` treats $a^2<1$ and $a^2=1$ separately, because the fractional part jumps to zero at full occupation. `integer_population_not_sufficient` evaluates the four-site matrix entry by entry.
